# On a finite connected graph of wells, $\exp(tA)_{ij}$ starts at order $t^d$ with coefficient $N/d!$

I describe a molecule with several equivalent wells by a finite graph: the wells are vertices, and an edge joins two wells when a single kink (an instanton path) connects them. All kinks have the same rate. In my case the graph is a square, and no kink runs along the diagonal. To first order in the number of kinks, the amplitude between opposite corners is therefore zero. Does this mean that there is no tunnelling between them, and if there is some, how large is it at short times?

## Opposite corners are joined at second order

Take the amplitude to be the full exponential $K(t)=\exp(tA)$, not its first-order truncation. Here $A$ is the adjacency matrix, with $A_{ij}=1$ if a kink joins wells $i$ and $j$ and $A_{ij}=0$ otherwise, and $t\ge 0$ is the imaginary time multiplied by the one-kink rate. Then there is tunnelling across the diagonal, and it begins with two kinks.

Let $d$ be the graph distance between $i$ and $j$, and $N$ the number of shortest paths. The exponential series reads

$$K_{ij}(t)=\sum_{n\ge 0}\frac{t^n}{n!}(A^n)_{ij}.$$

The entry $(A^n)_{ij}$ counts the sequences of $n$ kinks that lead from $i$ to $j$, and $t^n/n!$ comes from integrating over their ordered times.

- For $n<d$ there is no such sequence, so the entry is zero.
- For $n=d$ the entry is $N$. A sequence of minimal length never revisits a well, since otherwise the loop could be cut out to give a shorter one.

All terms are nonnegative, so the term $n=d$ alone gives the lower bound $K_{ij}(t)\ge N t^d/d!$.

For an upper bound, suppose that every well has at most $D$ neighbours. Then $(A^n)_{ij}\le D^n$. This holds for $n=0$, where the entry is 0 or 1, and the induction step is

$$(A^{n+1})_{ij}=\sum_{u\sim i}(A^n)_{uj}\le D\cdot D^n .$$

The terms beyond the leading one have $n+d+1$ kinks with $n\ge0$. Since $n!\,(d+1)!\le (n+d+1)!$, their sum is at most

$$\frac{(Dt)^{d+1}}{(d+1)!}\sum_{n\ge0}\frac{(Dt)^n}{n!}=\frac{(Dt)^{d+1}}{(d+1)!}\,e^{Dt}.$$

Dividing by $t^d$ for $t>0$ gives

$$\frac{N}{d!}\le\frac{K_{ij}(t)}{t^d}\le\frac{N}{d!}+\frac{D^{d+1}}{(d+1)!}\,t\,e^{Dt},$$

and both sides tend to $N/d!$ as $t\to0^+$. On a connected graph some shortest path exists, so $N>0$ and the leading order really is $t^d$.

For your square, $d=2$ and $N=2$, so the amplitude between opposite corners starts as $t^2$. For $i=j$ we have $d=0$ and $N=1$, and the limit is 1.

## What the Lean theorems say about the wells

The wells are the elements of a finite type `V`, and the kinks are the edges of `G : SimpleGraph V`. Kinks therefore run in both directions, and no well is joined to itself. `kinkAmplitude G t` is the matrix exponential of `t • G.adjMatrix ℝ`, `G.dist i j` is $d$, and `shortestPaths G i j` is $N$, defined as the number of walks that are paths and have length $d$.

The theorem `tendsto_amplitude_div_pow` says that on a connected graph $N$ is positive and $K_{ij}(t)/t^d$ tends to $N/d!$; the filter `𝓝[>] 0` means that $t$ approaches zero from above. Connectedness serves only to give $N>0$, for which it would be enough that $i$ and $j$ lie in the same component. For wells in different components Lean sets $d=0$, and then $N=0$.

Your puzzle is settled by `unlinked_needs_multikink`: on a connected graph, for distinct wells without a common edge and for every $t>0$, the entry of $1+tA$ is zero while the full amplitude is positive. The bounds `leading_le` and `le_leading_add` hold for every $t\ge0$, so together they also bound the error of the leading term at finite $t$.

The dilute gas of independent kinks is assumed here, not derived from a potential. The one-kink rate stands for the exponential of minus the kink action over $\hbar$, times the fluctuation prefactor, and it is the same for every edge. The wells are degenerate, and their common zero-point factor is left out. Physically, small $t$ need not mean an imaginary time shorter than the width of a kink: when the rate is exponentially small, $t$ can be small although the time is long.

For instanton calculations of tunnelling splittings in molecules with several wells, the result means, within this equal-rate dilute gas, that on a connected graph a missing direct kink between two distinct wells sets an entry of the tunnelling matrix to zero, but not the imaginary-time amplitude between the two wells at $t>0$.

```lean
import Mathlib

open Filter Topology

namespace MultiKinkAmplitude

/-- The number of shortest paths between the wells `i` and `j`: paths whose number of kinks
equals the graph distance. -/
noncomputable def shortestPaths {V : Type*} (G : SimpleGraph V) (i j : V) : ℕ :=
  Nat.card {p : G.Walk i j // p.IsPath ∧ p.length = G.dist i j}

variable {V : Type*} [Fintype V] [DecidableEq V] (G : SimpleGraph V) [DecidableRel G.Adj]

/-- The matrix of kink-gas amplitudes `exp(tA)`, where `A` is the adjacency matrix of the graph
of wells and `t` is the imaginary time in units of the inverse one-kink rate. -/
noncomputable def kinkAmplitude (t : ℝ) : Matrix V V ℝ :=
  NormedSpace.exp (t • G.adjMatrix ℝ)

/-- The entries of every power of the adjacency matrix are nonnegative. -/
theorem adj_pow_nonneg (n : ℕ) (i j : V) : 0 ≤ (G.adjMatrix ℝ ^ n) i j := by
  rw [SimpleGraph.adjMatrix_pow_apply_eq_card_walk]
  exact Nat.cast_nonneg _

/-- Fewer kinks than the graph distance cannot join two wells: the corresponding entry of the
power of the adjacency matrix vanishes. -/
theorem adj_pow_eq_zero {n : ℕ} {i j : V} (hn : n < G.dist i j) :
    (G.adjMatrix ℝ ^ n) i j = 0 := by
  rw [SimpleGraph.adjMatrix_pow_apply_eq_card_walk, Nat.cast_eq_zero, Fintype.card_eq_zero_iff]
  refine ⟨fun p => ?_⟩
  have h1 := SimpleGraph.dist_le p.1
  have h2 : p.1.length = n := p.2
  omega

/-- At a number of kinks equal to the graph distance, the entry of the power of the adjacency
matrix is the number of shortest paths. -/
theorem adj_pow_dist (i j : V) :
    (G.adjMatrix ℝ ^ G.dist i j) i j = shortestPaths G i j := by
  rw [SimpleGraph.adjMatrix_pow_apply_eq_card_walk, ← Nat.card_eq_fintype_card]
  -- a walk of minimal length never revisits a well
  exact congrArg Nat.cast (Nat.card_congr (Equiv.subtypeEquivRight fun p =>
    ⟨fun h => ⟨p.isPath_of_length_eq_dist h, h⟩, fun h => h.2⟩))

/-- If every well has at most `D` neighbours, every entry of the `n`-th power of the adjacency
matrix is at most `D ^ n`. -/
theorem adj_pow_le {D : ℕ} (hD : ∀ v, G.degree v ≤ D) (n : ℕ) (i j : V) :
    (G.adjMatrix ℝ ^ n) i j ≤ (D : ℝ) ^ n := by
  induction n generalizing i with
  | zero =>
    rw [pow_zero, pow_zero, Matrix.one_apply]
    split_ifs <;> norm_num
  | succ n ih =>
    rw [pow_succ', SimpleGraph.adjMatrix_mul_apply]
    calc ∑ u ∈ G.neighborFinset i, (G.adjMatrix ℝ ^ n) u j
        ≤ ∑ _u ∈ G.neighborFinset i, (D : ℝ) ^ n := Finset.sum_le_sum fun u _ => ih u
      _ = (G.degree i : ℝ) * (D : ℝ) ^ n := by
        rw [Finset.sum_const, nsmul_eq_mul, SimpleGraph.card_neighborFinset_eq_degree]
      _ ≤ (D : ℝ) * (D : ℝ) ^ n :=
        mul_le_mul_of_nonneg_right (Nat.cast_le.mpr (hD i)) (by positivity)
      _ = (D : ℝ) ^ (n + 1) := by ring

/-- The amplitude between two wells is the convergent sum over the number `n` of kinks, with
weight `t ^ n / n!` for each sequence of `n` kinks. -/
theorem kink_expansion (t : ℝ) (i j : V) :
    HasSum (fun n : ℕ => t ^ n / (n.factorial : ℝ) * (G.adjMatrix ℝ ^ n) i j)
      (kinkAmplitude G t i j) := by
  have h : HasSum (fun n : ℕ => (n.factorial : ℝ)⁻¹ • (t • G.adjMatrix ℝ) ^ n)
      (kinkAmplitude G t) := by
    let : NormedRing (Matrix V V ℝ) := Matrix.linftyOpNormedRing
    let : NormedAlgebra ℝ (Matrix V V ℝ) := Matrix.linftyOpNormedAlgebra
    exact NormedSpace.exp_series_hasSum_exp' (𝕂 := ℝ) (t • G.adjMatrix ℝ)
  -- reading off one entry is additive and continuous
  let φ : Matrix V V ℝ →+ ℝ :=
    { toFun := fun M => M i j, map_zero' := rfl, map_add' := fun _ _ => rfl }
  have hφ : Continuous φ := continuous_id.matrix_elem i j
  have e : (fun n : ℕ => t ^ n / (n.factorial : ℝ) * (G.adjMatrix ℝ ^ n) i j)
      = φ ∘ (fun n : ℕ => (n.factorial : ℝ)⁻¹ • (t • G.adjMatrix ℝ) ^ n) := by
    funext n
    change _ = ((n.factorial : ℝ)⁻¹ • (t • G.adjMatrix ℝ) ^ n) i j
    rw [smul_pow, Matrix.smul_apply, Matrix.smul_apply, smul_eq_mul, smul_eq_mul]
    ring
  rw [e]
  exact h.map φ hφ

/-- For `t ≥ 0` the contribution of the shortest paths is a lower bound on the amplitude. -/
theorem leading_le {t : ℝ} (ht : 0 ≤ t) (i j : V) :
    shortestPaths G i j * t ^ G.dist i j / ((G.dist i j).factorial : ℝ)
      ≤ kinkAmplitude G t i j := by
  have h := le_hasSum (kink_expansion G t i j) (G.dist i j)
    (fun n _ => mul_nonneg (by positivity) (adj_pow_nonneg G n i j))
  rw [adj_pow_dist] at h
  refine le_trans (le_of_eq ?_) h
  ring

/-- If `t ≥ 0` and every well has at most `D` neighbours, the amplitude exceeds the contribution
of the shortest paths, of length `d`, by at most `(D t)^(d+1) / (d+1)! * exp(D t)`. -/
theorem le_leading_add {D : ℕ} (hD : ∀ v, G.degree v ≤ D) {t : ℝ} (ht : 0 ≤ t) (i j : V) :
    kinkAmplitude G t i j ≤
      shortestPaths G i j * t ^ G.dist i j / ((G.dist i j).factorial : ℝ)
        + (D * t) ^ (G.dist i j + 1) / ((G.dist i j + 1).factorial : ℝ) * Real.exp (D * t) := by
  have hexp : HasSum (fun n : ℕ => (n.factorial : ℝ)⁻¹ • ((D : ℝ) * t) ^ n)
      (Real.exp (D * t)) := by
    rw [Real.exp_eq_exp_ℝ]
    exact NormedSpace.exp_series_hasSum_exp' (𝕂 := ℝ) ((D : ℝ) * t)
  -- split off the terms with at most `d` kinks; only the last of them survives
  have htail := (hasSum_nat_add_iff' (G.dist i j + 1)).mpr (kink_expansion G t i j)
  rw [Finset.sum_range_succ, Finset.sum_eq_zero (fun n hn => by
    rw [adj_pow_eq_zero G (Finset.mem_range.mp hn), mul_zero]), zero_add, adj_pow_dist] at htail
  have hle := hasSum_le (fun n => ?_) htail
    (hexp.mul_left ((D * t) ^ (G.dist i j + 1) / ((G.dist i j + 1).factorial : ℝ)))
  · have e : t ^ G.dist i j / ((G.dist i j).factorial : ℝ) * (shortestPaths G i j : ℝ)
        = shortestPaths G i j * t ^ G.dist i j / ((G.dist i j).factorial : ℝ) := by ring
    linarith
  · -- compare factorials and numbers of kink sequences term by term
    have hfac : (n.factorial : ℝ) * ((G.dist i j + 1).factorial : ℝ)
        ≤ ((n + (G.dist i j + 1)).factorial : ℝ) := by
      exact_mod_cast Nat.le_of_dvd (Nat.factorial_pos _)
        (Nat.factorial_mul_factorial_dvd_factorial_add n (G.dist i j + 1))
    have hw : t ^ (n + (G.dist i j + 1)) / ((n + (G.dist i j + 1)).factorial : ℝ)
        ≤ t ^ (n + (G.dist i j + 1))
          / ((n.factorial : ℝ) * ((G.dist i j + 1).factorial : ℝ)) := by
      gcongr
    refine (mul_le_mul hw (adj_pow_le G hD _ i j) (adj_pow_nonneg G _ i j)
      (by positivity)).trans_eq ?_
    rw [smul_eq_mul]
    ring

/-- On a connected graph any two wells are joined by at least one shortest path. -/
theorem shortestPaths_pos (hG : G.Connected) (i j : V) : 0 < shortestPaths G i j := by
  obtain ⟨p, hp⟩ := hG.exists_walk_length_eq_dist i j
  rw [← Nat.cast_pos (α := ℝ), ← adj_pow_dist, SimpleGraph.adjMatrix_pow_apply_eq_card_walk,
    Nat.cast_pos, Fintype.card_pos_iff]
  exact ⟨⟨p, hp⟩⟩

/-- On a connected graph, for wells at distance `d` joined by `N` shortest paths, `N` is positive
and the amplitude divided by `t ^ d` tends to `N / d!` as `t` tends to zero from above. -/
theorem tendsto_amplitude_div_pow (hG : G.Connected) (i j : V) :
    0 < shortestPaths G i j ∧
    Tendsto (fun t : ℝ => kinkAmplitude G t i j / t ^ G.dist i j) (𝓝[>] 0)
      (𝓝 (shortestPaths G i j / ((G.dist i j).factorial : ℝ))) := by
  refine ⟨shortestPaths_pos G hG i j, ?_⟩
  have hc : Continuous (fun t : ℝ => shortestPaths G i j / ((G.dist i j).factorial : ℝ)
      + (G.maxDegree : ℝ) ^ (G.dist i j + 1) / ((G.dist i j + 1).factorial : ℝ) * t
        * Real.exp (G.maxDegree * t)) := by fun_prop
  have h0 := hc.tendsto 0
  simp only [mul_zero, zero_mul, add_zero] at h0
  -- squeeze between the leading term and the leading term plus remainder
  refine tendsto_of_tendsto_of_tendsto_of_le_of_le' tendsto_const_nhds
    (h0.mono_left nhdsWithin_le_nhds) ?_ ?_
  · filter_upwards [self_mem_nhdsWithin] with t ht
    have ht' : 0 < t := ht
    rw [le_div_iff₀ (pow_pos ht' _)]
    refine le_trans (le_of_eq ?_) (leading_le G ht'.le i j)
    ring
  · filter_upwards [self_mem_nhdsWithin] with t ht
    have ht' : 0 < t := ht
    rw [div_le_iff₀ (pow_pos ht' _)]
    refine (le_leading_add G (fun v => G.degree_le_maxDegree v) ht'.le i j).trans_eq ?_
    ring

/-- For distinct wells not linked by a kink on a connected graph, and `t > 0`, the one-kink
approximation `1 + tA` gives zero amplitude, whereas the full amplitude is positive. -/
theorem unlinked_needs_multikink (hG : G.Connected) {i j : V} (hij : i ≠ j)
    (hadj : ¬ G.Adj i j) {t : ℝ} (ht : 0 < t) :
    (1 + t • G.adjMatrix ℝ) i j = 0 ∧ 0 < kinkAmplitude G t i j := by
  constructor
  · simp [Matrix.one_apply_ne hij, SimpleGraph.adjMatrix_apply, hadj]
  · have hN : (0 : ℝ) < shortestPaths G i j := Nat.cast_pos.mpr (shortestPaths_pos G hG i j)
    exact lt_of_lt_of_le (by positivity) (leading_le G ht.le i j)

end MultiKinkAmplitude
```

```lean
#print axioms MultiKinkAmplitude.tendsto_amplitude_div_pow
#print axioms MultiKinkAmplitude.unlinked_needs_multikink
```

```
'MultiKinkAmplitude.tendsto_amplitude_div_pow' depends on axioms: [propext, Classical.choice, Quot.sound]
'MultiKinkAmplitude.unlinked_needs_multikink' depends on axioms: [propext, Classical.choice, Quot.sound]
```

## From counting walks to the squeeze

The counting steps are `adj_pow_eq_zero`, `adj_pow_dist` and `adj_pow_le`. The first two rest on Mathlib's theorem that entries of $A^n$ count walks of length $n$. In `adj_pow_dist`, `isPath_of_length_eq_dist` does the work of cutting out loops. The induction in `adj_pow_le` sums over the neighbours of $i$, as above.

`kink_expansion` first establishes the exponential series for the whole matrix. It then passes to one entry, which is allowed because reading off an entry is additive and continuous.

In `leading_le`, `le_hasSum` bounds a sum of nonnegative terms below by its term $n=d$. In `le_leading_add`, `hasSum_nat_add_iff'` splits off the terms with at most $d$ kinks, of which only the last survives. The remaining terms are compared one by one with the series of $e^{Dt}$, using the factorial inequality `hfac`.

`shortestPaths_pos` takes a walk of length $d$ from connectedness and concludes that the count is positive. The limit theorem sets $D$ to `G.maxDegree`, shows by continuity that the upper bound tends to $N/d!$, and squeezes. In `unlinked_needs_multikink`, the zero follows from the entries of $1$ and $A$, and the positivity from `leading_le` together with $N>0$.
